# Below resonance, the rotating-wave formulas for a two-level atom give a trap depth too small by less than a factor of 2 and a scattering rate too large by an unbounded factor

For a dipole trap tuned below resonance, dropping the counter-rotating term costs me less than a factor of 2 in the trap depth, however far I detune. The usual rotating-wave scattering rate, compared with the full two-level formula, instead becomes too large by any factor I like as the light frequency goes to zero. Both quantities are built from the same sum of two energy denominators, and the scattering rate contains its square. I would have expected an error of at most a factor of 4, and in the other direction. Where does the difference come from?

## The depth sees two denominators, the scattering also a cube

Let the atom have resonance frequency $w_0$, and let the light have frequency $w$ with $0<w<w_0$. The full trap depth divided by its rotating-wave value is $2w_0/(w_0+w)$, which lies strictly between 1 and 2 and tends to 2 as $w\to0^+$. The corresponding scattering ratio is $4w^3/(w_0(w_0+w)^2)$, which is below 1 and tends to 0.

Your factor of 4 is what the denominators alone would give. The reversal comes from a factor $(w/w_0)^3$ in the full scattering rate, which the usual rotating-wave form replaces by 1. A dipole oscillating with fixed amplitude emits photons at a rate proportional to $w^3$. As $w\to0$ the induced dipole stays finite, but it stops radiating.

To see this in formulas, let $g$ be the linewidth, $J$ the light intensity, $c$ the speed of light and $\hbar$ the reduced Planck constant. Write

$$D=\frac1{w_0-w}+\frac1{w_0+w},\qquad R=\frac1{w_0-w}.$$

The full trap depth $U$ and photon scattering rate $\Gamma$ are

$$U=\frac{3\pi c^2}{2w_0^3}\,g\,D\,J,\qquad
\Gamma=\frac{3\pi c^2}{2\hbar w_0^3}\left(\frac w{w_0}\right)^3(gD)^2J.$$

The rotating-wave forms $U_R$ and $\Gamma_R$ have $R$ in place of $D$, and $\Gamma_R$ also has 1 in place of $(w/w_0)^3$. Adding the two fractions gives

$$D=\frac{2w_0}{(w_0-w)(w_0+w)}=\frac{2w_0}{w_0+w}\,R.$$

All common prefactors cancel in the ratios:

$$\frac U{U_R}=\frac{2w_0}{w_0+w},\qquad
\frac\Gamma{\Gamma_R}=\left(\frac w{w_0}\right)^3\frac{4w_0^2}{(w_0+w)^2}=\frac{4w^3}{w_0(w_0+w)^2}.$$

Since $w<w_0$, we have $w_0+w<2w_0$, so the depth ratio exceeds 1. Since $w>0$, we have $2w_0<2(w_0+w)$, so it is below 2. For the scattering ratio, $(w_0+w)^2-4w_0w=(w_0-w)^2\ge0$, hence

$$w_0(w_0+w)^2\ge4w_0^2w>4w^3.$$

Putting $w=0$ into the two closed forms, which are continuous there, gives the limits 2 and 0. Putting $w=w_0$ gives 1 in both cases, so the approximation becomes accurate towards resonance.

Between these ends both ratios are monotone. The depth ratio falls as $w$ rises because its denominator grows. The scattering ratio is

$$\frac4{w_0}\,w\left(\frac w{w_0+w}\right)^2,$$

and both $w$ and $w/(w_0+w)=1-w_0/(w_0+w)$ are positive and increasing, so it rises.

Finally, $0<\Gamma<\Gamma_R$ and $U>U_R>0$ together give $\Gamma/U<\Gamma_R/U_R$: the full formulas predict less scattering for each unit of trap depth.

## Setting the intensity of a trap at half the resonance frequency

Suppose the trapping light has twice the resonance wavelength, so $w=w_0/2$. The depth ratio is $4/3$ and the scattering ratio is $2/9$. If the rotating-wave formula asks for intensity $J_R$ to reach a desired depth, the full formula reaches it with $\tfrac34J_R$. The scattering rate at that lower intensity is $\tfrac34\cdot\tfrac29=\tfrac16$ of the rotating-wave estimate. For neutral-atom traps tuned far below resonance and described by a single transition, the approximation therefore gives too pessimistic a heating estimate from photon scattering.

If $w$ is only required to be positive and different from $w_0$, the lower bound on the depth ratio and the bound on the scattering ratio fail. At $w=2w_0$ one has $D=-2/(3w_0)$ and $R=-1/w_0$. The depth ratio is then $2/3$, below 1, and the scattering ratio is $8\cdot\tfrac49=32/9$, above 1.

## What the Lean definitions and theorems say

In the file, `response w0 w` is $D$ and `responseRWA w0 w` is $R$. The functions `trapDepth`, `trapDepthRWA`, `scatteringRate` and `scatteringRateRWA` are $U$, $U_R$, $\Gamma$ and $\Gamma_R$, with all their prefactors. Every quantity is a real number, so consistent units are understood, and frequencies are angular. The depth is counted as positive for $w<w_0$; the potential energy of the atom is its negative.

The main theorem, `rotating_wave_error`, takes positive `c`, `hbar`, `g`, `J` and `w0`. Its first part says that for every `w` in the open interval `Ioo 0 w0` the depth ratio lies strictly between 1 and 2 and the scattering ratio is below 1. Its other two parts are the limits, where `𝓝[>] 0` means that $w$ approaches zero from above.

Three further theorems complete the comparison:

- `near_resonance_limit` says that both ratios tend to 1 as $w$ approaches $w_0$ from below, written `𝓝[<] w0`.
- `ratios_monotone` says that on `Ioo 0 w0` the depth ratio is strictly decreasing and the scattering ratio strictly increasing.
- `scattering_per_depth_lt` is the inequality $\Gamma/U<\Gamma_R/U_R$.

The formulas for depth and scattering enter as definitions; they are not derived from an atom–field Hamiltonian. They describe one transition, weak excitation and a detuning much larger than the linewidth. The limit at $w_0$ is thus a property of the formulas, since very close to resonance the neglected linewidth and saturation matter. A real atom also has other transitions, whose contributions can be important at low frequency.

```lean
import Mathlib

open Real Filter Topology Set

namespace DipoleTrapRotatingWave

noncomputable section

/-- Sum of the co-rotating and counter-rotating terms of a two-level atom with resonance `w0`
in light of frequency `w`, for `w ≠ w0` and `w ≠ -w0`. -/
def response (w0 w : ℝ) : ℝ := 1 / (w0 - w) + 1 / (w0 + w)

/-- The co-rotating term alone, for `w ≠ w0`. -/
def responseRWA (w0 w : ℝ) : ℝ := 1 / (w0 - w)

/-- Depth of the optical dipole trap at intensity `J` for an atom of linewidth `g`,
for `0 < w < w0`. -/
def trapDepth (c g J w0 w : ℝ) : ℝ :=
  3 * π * c ^ 2 / (2 * w0 ^ 3) * g * response w0 w * J

/-- Trap depth in the rotating-wave approximation, for `0 < w < w0`. -/
def trapDepthRWA (c g J w0 w : ℝ) : ℝ :=
  3 * π * c ^ 2 / (2 * w0 ^ 3) * g * responseRWA w0 w * J

/-- Photon scattering rate far from resonance, for `0 < w < w0` and `hbar ≠ 0`. -/
def scatteringRate (c hbar g J w0 w : ℝ) : ℝ :=
  3 * π * c ^ 2 / (2 * hbar * w0 ^ 3) * (w / w0) ^ 3 * (g * response w0 w) ^ 2 * J

/-- Scattering rate in the rotating-wave approximation, where also `(w / w0) ^ 3` is replaced
by one, for `0 < w < w0` and `hbar ≠ 0`. -/
def scatteringRateRWA (c hbar g J w0 w : ℝ) : ℝ :=
  3 * π * c ^ 2 / (2 * hbar * w0 ^ 3) * (g * responseRWA w0 w) ^ 2 * J

variable {c hbar g J w0 w : ℝ}

/-- For `0 < w < w0`, adding the counter-rotating term to the co-rotating one multiplies it by
`2 w0 / (w0 + w)`. -/
theorem response_eq (hw : 0 < w) (hlt : w < w0) :
    response w0 w = 2 * w0 / (w0 + w) * responseRWA w0 w := by
  have h1 : w0 - w ≠ 0 := (sub_pos.2 hlt).ne'
  have h2 : w0 + w ≠ 0 := by linarith
  unfold response responseRWA
  rw [div_add_div _ _ h1 h2, div_mul_div_comm,
    div_eq_div_iff (mul_ne_zero h1 h2) (mul_ne_zero h2 h1)]
  ring

/-- For `0 < w < w0` and positive `c`, `g`, `J`, the full trap depth divided by its
rotating-wave value is `2 w0 / (w0 + w)`. -/
theorem depth_ratio (hc : 0 < c) (hg : 0 < g) (hJ : 0 < J) (hw : 0 < w) (hlt : w < w0) :
    trapDepth c g J w0 w / trapDepthRWA c g J w0 w = 2 * w0 / (w0 + w) := by
  have h0 : 0 < w0 := hw.trans hlt
  have hR : 0 < responseRWA w0 w := one_div_pos.2 (sub_pos.2 hlt)
  unfold trapDepth trapDepthRWA
  rw [response_eq hw hlt, div_eq_iff (by positivity)]
  generalize 2 * w0 / (w0 + w) = q
  ring

/-- For `0 < w < w0` and positive `c`, `hbar`, `g`, `J`, the full scattering rate divided by its
rotating-wave value is `4 w ^ 3 / (w0 (w0 + w) ^ 2)`. -/
theorem scattering_ratio (hc : 0 < c) (hh : 0 < hbar) (hg : 0 < g) (hJ : 0 < J)
    (hw : 0 < w) (hlt : w < w0) :
    scatteringRate c hbar g J w0 w / scatteringRateRWA c hbar g J w0 w
      = 4 * w ^ 3 / (w0 * (w0 + w) ^ 2) := by
  have h0 : 0 < w0 := hw.trans hlt
  have hR : 0 < responseRWA w0 w := one_div_pos.2 (sub_pos.2 hlt)
  have key : 4 * w ^ 3 / (w0 * (w0 + w) ^ 2) = (w / w0) ^ 3 * (2 * w0 / (w0 + w)) ^ 2 := by
    rw [div_pow, div_pow, div_mul_div_comm, div_eq_div_iff (by positivity) (by positivity)]
    ring
  unfold scatteringRate scatteringRateRWA
  rw [key, response_eq hw hlt, div_eq_iff (by positivity)]
  generalize 2 * w0 / (w0 + w) = q
  ring

/-- For `w0 > 0` the closed forms of the two ratios are continuous at every frequency `x ≥ 0`. -/
theorem closed_forms_continuousAt (h0 : 0 < w0) {x : ℝ} (hx : 0 ≤ x) :
    ContinuousAt (fun w : ℝ => 2 * w0 / (w0 + w)) x ∧
      ContinuousAt (fun w : ℝ => 4 * w ^ 3 / (w0 * (w0 + w) ^ 2)) x := by
  have n1 : w0 + x ≠ 0 := by positivity
  have n2 : w0 * (w0 + x) ^ 2 ≠ 0 := by positivity
  have a1 : ContinuousAt (fun _ : ℝ => 2 * w0) x := by fun_prop
  have a2 : ContinuousAt (fun w : ℝ => w0 + w) x := by fun_prop
  have b1 : ContinuousAt (fun w : ℝ => 4 * w ^ 3) x := by fun_prop
  have b2 : ContinuousAt (fun w : ℝ => w0 * (w0 + w) ^ 2) x := by fun_prop
  exact ⟨a1.div a2 n1, b1.div b2 n2⟩

/-- Let `c`, `hbar`, `g`, `J`, `w0` be positive. For `0 < w < w0` the full trap depth is between
one and two times its rotating-wave value and the full scattering rate is below its own; as
`w` tends to zero from above the two ratios tend to 2 and to 0. -/
theorem rotating_wave_error (hc : 0 < c) (hh : 0 < hbar) (hg : 0 < g) (hJ : 0 < J)
    (h0 : 0 < w0) :
    (∀ w ∈ Ioo 0 w0,
      1 < trapDepth c g J w0 w / trapDepthRWA c g J w0 w ∧
      trapDepth c g J w0 w / trapDepthRWA c g J w0 w < 2 ∧
      scatteringRate c hbar g J w0 w / scatteringRateRWA c hbar g J w0 w < 1) ∧
    Tendsto (fun w => trapDepth c g J w0 w / trapDepthRWA c g J w0 w) (𝓝[>] 0) (𝓝 2) ∧
    Tendsto (fun w => scatteringRate c hbar g J w0 w / scatteringRateRWA c hbar g J w0 w)
      (𝓝[>] 0) (𝓝 0) := by
  refine ⟨?_, ?_, ?_⟩
  · rintro w ⟨hw, hlt⟩
    have hs : 0 < w0 + w := by positivity
    rw [depth_ratio hc hg hJ hw hlt, scattering_ratio hc hh hg hJ hw hlt]
    refine ⟨?_, ?_, ?_⟩
    · rw [lt_div_iff₀ hs]
      linarith
    · rw [div_lt_iff₀ hs]
      linarith
    · -- w0 (w0 + w)² ≥ 4 w0² w > 4 w³
      rw [div_lt_one (by positivity)]
      nlinarith [mul_nonneg h0.le (sq_nonneg (w0 - w)),
        mul_pos hw (mul_pos (sub_pos.2 hlt) hs)]
  · have h : Tendsto (fun w : ℝ => 2 * w0 / (w0 + w)) (𝓝[>] 0) (𝓝 (2 * w0 / (w0 + 0))) :=
      (closed_forms_continuousAt h0 le_rfl).1.tendsto.mono_left nhdsWithin_le_nhds
    rw [add_zero, mul_div_cancel_right₀ _ h0.ne'] at h
    refine h.congr' ?_
    filter_upwards [Ioo_mem_nhdsGT h0] with w hw
    exact (depth_ratio hc hg hJ hw.1 hw.2).symm
  · have h : Tendsto (fun w : ℝ => 4 * w ^ 3 / (w0 * (w0 + w) ^ 2)) (𝓝[>] 0)
        (𝓝 (4 * 0 ^ 3 / (w0 * (w0 + 0) ^ 2))) :=
      (closed_forms_continuousAt h0 le_rfl).2.tendsto.mono_left nhdsWithin_le_nhds
    have e : 4 * 0 ^ 3 / (w0 * (w0 + 0) ^ 2) = 0 := by simp
    rw [e] at h
    refine h.congr' ?_
    filter_upwards [Ioo_mem_nhdsGT h0] with w hw
    exact (scattering_ratio hc hh hg hJ hw.1 hw.2).symm

/-- For positive parameters, both ratios tend to one as the light frequency approaches
resonance from below. -/
theorem near_resonance_limit (hc : 0 < c) (hh : 0 < hbar) (hg : 0 < g) (hJ : 0 < J)
    (h0 : 0 < w0) :
    Tendsto (fun w => trapDepth c g J w0 w / trapDepthRWA c g J w0 w) (𝓝[<] w0) (𝓝 1) ∧
    Tendsto (fun w => scatteringRate c hbar g J w0 w / scatteringRateRWA c hbar g J w0 w)
      (𝓝[<] w0) (𝓝 1) := by
  have e1 : 2 * w0 / (w0 + w0) = 1 := by
    rw [div_eq_iff (by positivity)]
    ring
  have e2 : 4 * w0 ^ 3 / (w0 * (w0 + w0) ^ 2) = 1 := by
    rw [div_eq_iff (by positivity)]
    ring
  constructor
  · have h : Tendsto (fun w : ℝ => 2 * w0 / (w0 + w)) (𝓝[<] w0) (𝓝 (2 * w0 / (w0 + w0))) :=
      (closed_forms_continuousAt h0 h0.le).1.tendsto.mono_left nhdsWithin_le_nhds
    rw [e1] at h
    refine h.congr' ?_
    filter_upwards [Ioo_mem_nhdsLT h0] with w hw
    exact (depth_ratio hc hg hJ hw.1 hw.2).symm
  · have h : Tendsto (fun w : ℝ => 4 * w ^ 3 / (w0 * (w0 + w) ^ 2)) (𝓝[<] w0)
        (𝓝 (4 * w0 ^ 3 / (w0 * (w0 + w0) ^ 2))) :=
      (closed_forms_continuousAt h0 h0.le).2.tendsto.mono_left nhdsWithin_le_nhds
    rw [e2] at h
    refine h.congr' ?_
    filter_upwards [Ioo_mem_nhdsLT h0] with w hw
    exact (scattering_ratio hc hh hg hJ hw.1 hw.2).symm

/-- For positive `c`, `hbar`, `g`, `J`, as the light frequency rises from zero to resonance the
depth ratio strictly decreases and the scattering ratio strictly increases. -/
theorem ratios_monotone (hc : 0 < c) (hh : 0 < hbar) (hg : 0 < g) (hJ : 0 < J) :
    StrictAntiOn (fun w => trapDepth c g J w0 w / trapDepthRWA c g J w0 w) (Ioo 0 w0) ∧
    StrictMonoOn (fun w => scatteringRate c hbar g J w0 w / scatteringRateRWA c hbar g J w0 w)
      (Ioo 0 w0) := by
  constructor
  · rintro a ⟨ha, ha'⟩ b ⟨hb, hb'⟩ hab
    have h0 : 0 < w0 := ha.trans ha'
    dsimp only
    rw [depth_ratio hc hg hJ ha ha', depth_ratio hc hg hJ hb hb',
      div_lt_div_iff₀ (by positivity) (by positivity)]
    nlinarith [mul_pos h0 (sub_pos.2 hab)]
  · rintro a ⟨ha, ha'⟩ b ⟨hb, hb'⟩ hab
    have h0 : 0 < w0 := ha.trans ha'
    dsimp only
    rw [scattering_ratio hc hh hg hJ ha ha', scattering_ratio hc hh hg hJ hb hb',
      div_lt_div_iff₀ (by positivity) (by positivity)]
    -- a / (w0 + a) increases with a; square it and multiply by a
    have h1 : a * (w0 + b) < b * (w0 + a) := by nlinarith [mul_pos h0 (sub_pos.2 hab)]
    have h2 : (a * (w0 + b)) ^ 2 < (b * (w0 + a)) ^ 2 :=
      pow_lt_pow_left₀ h1 (by positivity) two_ne_zero
    have h3 : a * (a * (w0 + b)) ^ 2 < b * (b * (w0 + a)) ^ 2 :=
      mul_lt_mul'' hab h2 ha.le (by positivity)
    nlinarith [mul_pos h0 (sub_pos.2 h3)]

/-- For `0 < w < w0` and positive `c`, `hbar`, `g`, `J`, the scattering rate per unit trap depth
is strictly smaller than the rotating-wave approximation predicts. -/
theorem scattering_per_depth_lt (hc : 0 < c) (hh : 0 < hbar) (hg : 0 < g) (hJ : 0 < J)
    (hw : 0 < w) (hlt : w < w0) :
    scatteringRate c hbar g J w0 w / trapDepth c g J w0 w
      < scatteringRateRWA c hbar g J w0 w / trapDepthRWA c g J w0 w := by
  have h0 : 0 < w0 := hw.trans hlt
  have hR : 0 < responseRWA w0 w := one_div_pos.2 (sub_pos.2 hlt)
  have hU : 0 < trapDepthRWA c g J w0 w := by
    unfold trapDepthRWA
    positivity
  have hS : 0 < scatteringRateRWA c hbar g J w0 w := by
    unfold scatteringRateRWA
    positivity
  have hS' : 0 ≤ scatteringRate c hbar g J w0 w := by
    unfold scatteringRate
    positivity
  obtain ⟨h1, -, h3⟩ := (rotating_wave_error hc hh hg hJ h0).1 w ⟨hw, hlt⟩
  -- the true trap is deeper and scatters less
  have hdeep := (one_lt_div hU).1 h1
  have hless := (div_lt_one hS).1 h3
  rw [div_lt_div_iff₀ (hU.trans hdeep) hU]
  exact mul_lt_mul'' hless hdeep hS' hU.le

end

end DipoleTrapRotatingWave
```

```lean
#print axioms DipoleTrapRotatingWave.near_resonance_limit
#print axioms DipoleTrapRotatingWave.ratios_monotone
#print axioms DipoleTrapRotatingWave.scattering_per_depth_lt
```

```
'DipoleTrapRotatingWave.near_resonance_limit' depends on axioms: [propext, Classical.choice, Quot.sound]
'DipoleTrapRotatingWave.ratios_monotone' depends on axioms: [propext, Classical.choice, Quot.sound]
'DipoleTrapRotatingWave.scattering_per_depth_lt' depends on axioms: [propext, Classical.choice, Quot.sound]
```

## From common denominators to the limits

`response_eq` is the identity $D=\frac{2w_0}{w_0+w}R$. It puts the fractions over a common denominator, cross-multiplies, and leaves a polynomial identity to `ring`.

`depth_ratio` and `scattering_ratio` insert this identity into the physical formulas and cancel the prefactors. `positivity` supplies the nonzero denominators, using $R>0$. The `generalize` step gives $2w_0/(w_0+w)$ the name `q`, so that `ring` handles it as one symbol. In `scattering_ratio`, the auxiliary equation `key` splits the closed form into $(w/w_0)^3$ and the square of the depth ratio.

In `rotating_wave_error`, the two depth bounds become linear inequalities after multiplication by $w_0+w>0$, and `linarith` closes them. For the scattering bound, `nlinarith` receives the two nonnegative terms that appear in

$$w_0(w_0+w)^2-4w^3=w_0(w_0-w)^2+4w(w_0-w)(w_0+w).$$

This is the chain of inequalities above, written as one identity.

The limits use `closed_forms_continuousAt`, which proves continuity of both closed forms at every $x\ge0$. The physical ratios are known to equal these forms on $0<w<w_0$. The `filter_upwards` step says that this interval contains all frequencies close enough to the endpoint on the relevant side, and `congr'` then transfers the limit. `near_resonance_limit` does the same at $w_0$, where $D$ and $R$ diverge but the closed forms of the ratios remain continuous.

For `ratios_monotone`, take frequencies $a<b$ in the interval. The depth part cross-multiplies and uses $w_0(b-a)>0$. The scattering part first proves $a(w_0+b)<b(w_0+a)$, which says that $w/(w_0+w)$ increases. It then squares this inequality and multiplies it by $a<b$, as in the factorisation above.

`scattering_per_depth_lt` turns the ratio bounds into $U_R<U$ and $\Gamma<\Gamma_R$. After cross-multiplication the goal is $\Gamma U_R<\Gamma_R U$, which `mul_lt_mul''` obtains by multiplying the two inequalities.
